# On finitely many sites with a finite pair interaction, the strictly correlated energy is at most the Fermi–Amaldi energy

Put two particles on two sites, a and b, with an average of one particle on each. Let a pair cost U if both particles are on the same site and V if they are on different sites. How low can the mean interaction energy be at this density?

If the particles are placed independently, each choosing a or b with probability 1/2, they share a site half of the time, and the mean energy is (U + V)/2. Correlated placement can do better. If U > V, always put them on different sites, which costs V. If U < V, put both on a or both on b with equal probability, which costs U. The density is the same throughout, and the least mean energy is min(U, V), never above (U + V)/2.

The independent value (U + V)/2 is the Fermi–Amaldi energy of this density. The same comparison works for any number N ≥ 1 of particles on finitely many sites: independent particles are one admissible arrangement, so the best arrangement costs no more.

In density functional theory the same minimisation, for electrons in continuous space with their Coulomb repulsion, describes the strong-coupling limit. The theorem here bounds the minimum for a classical lattice model with finite interactions, in which any number of particles may share a site. It does not treat the passage to continuous space, where the Coulomb repulsion diverges at coincidence.

## Sites, configurations and densities

```lean
import Mathlib

open Finset

namespace StrictCorrelationFermiAmaldi

noncomputable section

variable {X : Type*} [Fintype X] [DecidableEq X] {N : ℕ}
```

`X` is the finite set of sites and `N` the number of particles. The particles carry labels from `Fin N`, which are 0, …, N − 1.

```lean
/-- The interaction energy of a configuration: the sum of `w` over all pairs of particles. -/
def pairEnergy (w : X → X → ℝ) (c : Fin N → X) : ℝ :=
  ∑ i, ∑ j, if i < j then w (c i) (c j) else 0
```

A configuration `c : Fin N → X` assigns a site to every particle; `c i` is the site of particle i. The interaction `w` takes two sites and returns a real number. In ordinary notation the definition reads

    E(c) = Σ_{i<j} w(c_i, c_j).

The `if … else 0` restricts the double sum to i < j. The on-site value w(x, x) is a finite number, such as a repulsion averaged over a cell. A physical interaction is symmetric, but the theorems hold for any real `w`, attractive ones included.

```lean
/-- The number of particles that a configuration places on site `x`. -/
def occupation (c : Fin N → X) (x : X) : ℝ := ∑ i, if c i = x then 1 else 0
```

This counts the particles on site x by adding 1 for each i with c_i = x.

```lean
/-- `P` is a probability distribution on `N`-particle configurations with density `n`. -/
structure HasDensity (P : (Fin N → X) → ℝ) (n : X → ℝ) : Prop where
  nonneg : ∀ c, 0 ≤ P c
  total : ∑ c, P c = 1
  density : ∀ x, ∑ c, P c * occupation c x = n x
```

`P` assigns a weight to each configuration. The three fields say that the weights are nonnegative, that they sum to 1, and that the mean occupation of each site x is n(x). `P` need not be symmetric under exchange of labels. For symmetric `w` this does not alter the minimum, because averaging `P` over all relabellings keeps both density and energy.

## The two energies

```lean
/-- The mean interaction energy of the distribution `P`. -/
def meanEnergy (w : X → X → ℝ) (P : (Fin N → X) → ℝ) : ℝ := ∑ c, P c * pairEnergy w c
```

This is the mean of E(c) under `P`, that is, Σ_c P(c) E(c).

```lean
/-- The strictly correlated energy: the infimum of the mean interaction energy over all
`N`-particle distributions with density `n`. -/
def strictCorrelation (N : ℕ) (w : X → X → ℝ) (n : X → ℝ) : ℝ :=
  sInf (meanEnergy w '' {P : (Fin N → X) → ℝ | HasDensity P n})
```

The braces collect all distributions with density n, `''` forms the set of their mean energies, and `sInf` takes the infimum. Call the result E_SC. The name "strictly correlated" often suggests that the position of one particle fixes all the others; this definition assumes nothing of the kind.

```lean
/-- The Fermi-Amaldi energy, the Hartree energy scaled by `1 - 1/N`, for `N ≥ 1`. -/
def fermiAmaldi (N : ℕ) (w : X → X → ℝ) (n : X → ℝ) : ℝ :=
  (1 - 1 / (N : ℝ)) / 2 * ∑ x, ∑ y, w x y * n x * n y
```

The Fermi–Amaldi energy is

    E_FA = (1 − 1/N)/2 · Σ_x Σ_y w(x,y) n(x) n(y).

It is the Hartree energy with a factor 1 − 1/N, which makes it vanish for a single particle.

```lean
/-- The weight of a configuration of `N` independent particles, each distributed as `n / N`,
for `N ≥ 1`. -/
def independent (N : ℕ) (n : X → ℝ) (c : Fin N → X) : ℝ := ∏ i, n (c i) / (N : ℝ)
```

This is the weight of a configuration when every particle is drawn independently from p(x) = n(x)/N. The division belongs inside the product:

    P_ind(c) = ∏_i n(c_i)/N.

## Averages over independent particles

```lean
omit [DecidableEq X] in
/-- For independent particles with normalised one-particle weights `p`, the mean of a function
of one particle is its mean under `p`. -/
theorem one_particle_mean (p : X → ℝ) (hp : ∑ x, p x = 1) (i : Fin N) (f : X → ℝ) :
    ∑ c : Fin N → X, (∏ k, p (c k)) * f (c i) = ∑ x, p x * f x := by
  calc _ = ∑ c : Fin N → X, ∏ k, (p (c k) * if k = i then f (c k) else 1) := by
        refine sum_congr rfl fun c _ => ?_
        rw [prod_mul_distrib, prod_ite_eq', if_pos (mem_univ _)]
    _ = ∏ k : Fin N, ∑ x, (p x * if k = i then f x else 1) := by
        rw [prod_univ_sum, Fintype.piFinset_univ]
    _ = ∏ k : Fin N, if k = i then ∑ x, p x * f x else 1 := by
        refine prod_congr rfl fun k _ => ?_
        by_cases h : k = i <;> simp [h, hp]
    _ = _ := by simp
```

Let p be one-particle weights with sum 1, and f a function of the site. The sum over configurations factorises into one sum per particle:

    Σ_c (∏_k p(c_k)) f(c_i)
      = (Σ_x p(x) f(x)) · ∏_{k≠i} (Σ_x p(x))
      = Σ_x p(x) f(x).

A Lean `calc` block is such a chain of equalities, with a reason after each `:=`. The first step writes f(c_i) as a product over all particles in which every factor except the i-th is 1. Then `prod_univ_sum` exchanges the sum over configurations with the product over particles, and normalisation removes the other factors.

```lean
/-- For independent particles with normalised one-particle weights `p`, the mean interaction of
two different particles is the mean of `w` under the product of their weights. -/
theorem two_particle_mean (p : X → ℝ) (hp : ∑ x, p x = 1) {i j : Fin N} (hij : i ≠ j)
    (w : X → X → ℝ) :
    ∑ c : Fin N → X, (∏ k, p (c k)) * w (c i) (c j) = ∑ x, ∑ y, w x y * (p x * p y) := by
  -- the joint probability of finding particle i at x and particle j at y
  have joint : ∀ x y, ∑ c : Fin N → X, (∏ k, p (c k)) * (if c i = x then 1 else 0) *
      (if c j = y then 1 else 0) = p x * p y := by
    intro x y
    calc _ = ∑ c : Fin N → X, ∏ k, (p (c k) * (if k = i then (if c k = x then 1 else 0) else 1) *
            (if k = j then (if c k = y then 1 else 0) else 1)) := by
          refine sum_congr rfl fun c _ => ?_
          rw [prod_mul_distrib, prod_mul_distrib, prod_ite_eq', prod_ite_eq',
            if_pos (mem_univ _), if_pos (mem_univ _)]
      _ = ∏ k : Fin N, ∑ z, (p z * (if k = i then (if z = x then 1 else 0) else 1) *
            (if k = j then (if z = y then 1 else 0) else 1)) := by
          rw [prod_univ_sum, Fintype.piFinset_univ]
      _ = ∏ k : Fin N, ((if k = i then p x else 1) * (if k = j then p y else 1)) := by
          refine prod_congr rfl fun k _ => ?_
          by_cases h : k = i
          · simp [h, hij]
          · by_cases h' : k = j
            · simp [h', hij.symm]
            · simp [h, h', hp]
      _ = _ := by
          rw [prod_mul_distrib, prod_ite_eq', prod_ite_eq', if_pos (mem_univ _),
            if_pos (mem_univ _)]
  calc _ = ∑ c : Fin N → X, ∑ x, ∑ y, w x y * ((∏ k, p (c k)) * (if c i = x then 1 else 0) *
          (if c j = y then 1 else 0)) := by
        refine sum_congr rfl fun c _ => ?_
        simp only [mul_ite, mul_one, mul_zero, sum_ite_eq, mem_univ, if_true]
        ring
    _ = _ := by
        rw [sum_comm]
        refine sum_congr rfl fun x _ => ?_
        rw [sum_comm]
        refine sum_congr rfl fun y _ => ?_
        rw [← mul_sum, joint]
```

For two different particles i and j, the first half (`joint`) finds the probability that i is at x and j at y. Write [A] for 1 if A is true and 0 otherwise. Factorising as before gives

    Σ_c (∏_k p(c_k)) [c_i = x] [c_j = y] = p(x) p(y).

The hypothesis `hij : i ≠ j` ensures that the two conditions act on different factors. The second half expands the interaction over sites,

    w(c_i, c_j) = Σ_x Σ_y w(x,y) [c_i = x] [c_j = y],

and averages term by term, which gives Σ_x Σ_y w(x,y) p(x) p(y).

```lean
/-- If each pair of `N` particles contributes `W`, the total is `(N - 1) N W / 2`. -/
theorem sum_pairs_const (N : ℕ) (W : ℝ) :
    ∑ i : Fin N, ∑ j : Fin N, (if i < j then W else 0) = ((N : ℝ) - 1) * (N * (W / 2)) := by
  induction N with
  | zero => simp
  | succ m ih =>
    simp only [Fin.sum_univ_succ, if_false, Fin.succ_pos, if_true,
      Fin.not_lt_zero, Fin.succ_lt_succ_iff, zero_add, sum_const, card_univ, Fintype.card_fin,
      nsmul_eq_mul, ih]
    push_cast
    ring
```

There are N(N − 1)/2 pairs, so equal contributions W add up to N(N − 1)W/2. The proof is by induction. One particle added to m others brings m new pairs:

    m(m − 1)W/2 + mW = (m + 1)mW/2.

## Independent particles have the Fermi–Amaldi energy

```lean
/-- For `n ≥ 0` with sum `N ≥ 1`, independent particles drawn from `n / N` have density `n`,
and their mean interaction energy is the Fermi-Amaldi energy. -/
theorem independent_spec (hN : 1 ≤ N) (w : X → X → ℝ) {n : X → ℝ} (hn : ∀ x, 0 ≤ n x)
    (hs : ∑ x, n x = N) :
    HasDensity (independent N n) n ∧ meanEnergy w (independent N n) = fermiAmaldi N w n := by
  have hN' : (N : ℝ) ≠ 0 := Nat.cast_ne_zero.2 (by omega)
  have hp : ∑ x, n x / (N : ℝ) = 1 := by rw [← sum_div, hs, div_self hN']
  refine ⟨⟨fun c => prod_nonneg fun i _ => div_nonneg (hn _) (Nat.cast_nonneg _), ?_, ?_⟩, ?_⟩
  · have h := one_particle_mean (fun x => n x / (N : ℝ)) hp (⟨0, hN⟩ : Fin N) (fun _ => 1)
    simp only [mul_one] at h
    exact h.trans hp
  · intro x
    have h : ∀ i : Fin N, ∑ c, independent N n c * (if c i = x then (1 : ℝ) else 0)
        = n x / N := fun i =>
      (one_particle_mean (fun x => n x / (N : ℝ)) hp i (fun y => if y = x then 1 else 0)).trans
        (by simp)
    simp only [occupation, mul_sum]
    rw [sum_comm, sum_congr rfl fun i _ => h i, sum_const, card_univ, Fintype.card_fin,
      nsmul_eq_mul]
    field_simp
  · -- every pair contributes the same mean W
    obtain ⟨W, hW⟩ : ∃ W, W = ∑ x, ∑ y, w x y * (n x / (N : ℝ) * (n y / (N : ℝ))) := ⟨_, rfl⟩
    have hW' : W = (∑ x, ∑ y, w x y * n x * n y) / (N : ℝ) ^ 2 := by
      rw [hW]
      simp only [sum_div]
      refine sum_congr rfl fun x _ => sum_congr rfl fun y _ => ?_
      ring
    have hE : meanEnergy w (independent N n)
        = ∑ i : Fin N, ∑ j : Fin N, if i < j then W else 0 := by
      simp only [meanEnergy, pairEnergy, mul_sum]
      rw [sum_comm]
      refine sum_congr rfl fun i _ => ?_
      rw [sum_comm]
      refine sum_congr rfl fun j _ => ?_
      by_cases h : i < j
      · simp only [if_pos h]
        rw [hW]
        exact two_particle_mean (fun x => n x / (N : ℝ)) hp h.ne w
      · simp [h]
    rw [hE, sum_pairs_const, hW', fermiAmaldi]
    generalize (∑ x, ∑ y, w x y * n x * n y) = S
    field_simp
```

The hypotheses are N ≥ 1 (`hN`), n(x) ≥ 0 at every site (`hn`) and Σ_x n(x) = N (`hs`). Individual values n(x) may be fractional or larger than 1. The conclusion has two parts, joined by `∧`, "and".

First, P_ind is admissible. Its weights are products of nonnegative numbers. Since Σ_x n(x)/N = 1, the one-particle formula with f = 1 gives total weight 1. With f(y) = [y = x] it gives each particle the probability n(x)/N of being at x, so the density is

    Σ_i n(x)/N = N · n(x)/N = n(x).

Second, every pair has the same mean interaction, by the two-particle formula:

    W = Σ_x Σ_y w(x,y) (n(x)/N) (n(y)/N)
      = (1/N²) Σ_x Σ_y w(x,y) n(x) n(y).

Multiplying by the number of pairs gives

    N(N − 1)/2 · W = (1 − 1/N)/2 · Σ_x Σ_y w(x,y) n(x) n(y) = E_FA.

In the Lean proof, `hE` reduces the mean energy to a sum of W over pairs, `sum_pairs_const` counts them, and `field_simp` settles the algebra in N.

## The minimum and its bound

```lean
/-- For `n ≥ 0` with sum `N ≥ 1`, the strictly correlated energy is attained: it is the least
mean interaction energy among distributions with density `n`. -/
theorem strictCorrelation_isLeast (hN : 1 ≤ N) (w : X → X → ℝ) {n : X → ℝ}
    (hn : ∀ x, 0 ≤ n x) (hs : ∑ x, n x = N) :
    IsLeast (meanEnergy w '' {P : (Fin N → X) → ℝ | HasDensity P n})
      (strictCorrelation N w n) := by
  -- the admissible distributions form a closed subset of a cube
  have hclosed : IsClosed {P : (Fin N → X) → ℝ | HasDensity P n} := by
    have h : {P : (Fin N → X) → ℝ | HasDensity P n} = (⋂ c, {P | 0 ≤ P c}) ∩
        ({P | ∑ c, P c = 1} ∩ ⋂ x, {P | ∑ c, P c * occupation c x = n x}) := by
      ext P
      simp only [Set.mem_inter_iff, Set.mem_iInter, Set.mem_ofPred_eq]
      exact ⟨fun h => ⟨h.1, h.2, h.3⟩, fun h => ⟨h.1, h.2.1, h.2.2⟩⟩
    rw [h]
    exact (isClosed_iInter fun c => isClosed_le continuous_const (continuous_apply c)).inter
      ((isClosed_eq (by fun_prop) continuous_const).inter
        (isClosed_iInter fun x => isClosed_eq (by fun_prop) continuous_const))
  have hcompact : IsCompact {P : (Fin N → X) → ℝ | HasDensity P n} := by
    refine (isCompact_Icc (a := (0 : (Fin N → X) → ℝ)) (b := 1)).of_isClosed_subset hclosed ?_
    intro P hP
    refine ⟨hP.nonneg, fun c => ?_⟩
    have h := single_le_sum (fun d _ => hP.nonneg d) (mem_univ c)
    rw [hP.total] at h
    exact h
  have hcont : Continuous (meanEnergy w : ((Fin N → X) → ℝ) → ℝ) := by
    show Continuous fun P : (Fin N → X) → ℝ => ∑ c, P c * pairEnergy w c
    fun_prop
  exact (hcompact.image hcont).isLeast_sInf
    ⟨_, independent N n, (independent_spec hN w hn hs).1, rfl⟩
```

`IsLeast` says that E_SC is itself the mean energy of some admissible distribution, and that no admissible distribution has a lower one. The infimum is therefore a minimum.

The argument is compactness. A distribution is a finite list of weights. Each weight lies between 0 and 1, because all are nonnegative and their sum is 1, so the admissible set is bounded. Its conditions are equalities and non-strict inequalities between continuous functions, so it is closed (`hclosed`). A closed and bounded set in finitely many dimensions is compact (`hcompact`). The mean energy is linear in the weights, hence continuous (`hcont`), and a continuous function on a nonempty compact set attains its minimum. The set is nonempty because it contains P_ind.

```lean
/-- For every real pair interaction and every density `n ≥ 0` with sum `N ≥ 1`, the strictly
correlated energy is at most the Fermi-Amaldi energy. -/
theorem strictCorrelation_le_fermiAmaldi (hN : 1 ≤ N) (w : X → X → ℝ) {n : X → ℝ}
    (hn : ∀ x, 0 ≤ n x) (hs : ∑ x, n x = N) :
    strictCorrelation N w n ≤ fermiAmaldi N w n :=
  (strictCorrelation_isLeast hN w hn hs).2 ⟨_, independent_spec hN w hn hs⟩
```

This is the main result:

    E_SC ≤ E_FA.

By hand it takes one line. P_ind has density n, so the least energy is at most the energy of P_ind, which is E_FA. In Lean, `.2` selects the second half of `IsLeast`, the lower bound, and applies it to the independent distribution supplied by `independent_spec`.

For a numerical minimisation on a finite grid with finite `w`, this means that an admissible distribution with energy above E_FA is not yet optimal.

## A constant interaction gives equality

```lean
/-- For a constant interaction and a density `n ≥ 0` with sum `N ≥ 1`, the strictly correlated
energy equals the Fermi-Amaldi energy. -/
theorem eq_fermiAmaldi_of_const (hN : 1 ≤ N) (C : ℝ) {n : X → ℝ}
    (hn : ∀ x, 0 ≤ n x) (hs : ∑ x, n x = N) :
    strictCorrelation N (fun _ _ => C) n = fermiAmaldi N (fun _ _ => C) n := by
  -- all distributions have the same mean energy
  have hE : ∀ Q : (Fin N → X) → ℝ, HasDensity Q n → meanEnergy (fun _ _ => C) Q
      = ∑ i : Fin N, ∑ j : Fin N, if i < j then C else 0 := by
    intro Q hQ
    simp only [meanEnergy, pairEnergy]
    rw [← sum_mul, hQ.total, one_mul]
  obtain ⟨hI, hIE⟩ := independent_spec hN (fun _ _ => C) hn hs
  obtain ⟨P, hP, hPE⟩ := (strictCorrelation_isLeast hN (fun _ _ => C) hn hs).1
  rw [← hPE, ← hIE, hE P hP, hE _ hI]

end

end StrictCorrelationFermiAmaldi
```

The expression `fun _ _ => C` is the interaction that equals C for every pair of sites. Each configuration then has energy N(N − 1)C/2, and so does every mean, since the weights sum to 1 (`hE`). The minimiser and P_ind therefore have the same energy:

    E_SC = N(N − 1)C/2 = E_FA.

In the two-site example this is the case U = V, where correlation has nothing to gain. Taking C > 0 and N ≥ 2 also shows that a prefactor smaller than (1 − 1/N)/2 would fail as a general bound.

```lean
#print axioms StrictCorrelationFermiAmaldi.strictCorrelation_le_fermiAmaldi
-- 'StrictCorrelationFermiAmaldi.strictCorrelation_le_fermiAmaldi' depends on axioms: [propext, Classical.choice, Quot.sound]
#print axioms StrictCorrelationFermiAmaldi.eq_fermiAmaldi_of_const
-- 'StrictCorrelationFermiAmaldi.eq_fermiAmaldi_of_const' depends on axioms: [propext, Classical.choice, Quot.sound]
```
